# With an exact eigenvalue as shift, the Jacobi-Davidson correction turns any overlapping trial vector into an eigenvector

Let $V$ be a complex inner product space, with $\langle\cdot,\cdot\rangle$ conjugate-linear in the first argument, and let $H$ be a Hermitian operator on it. For a configuration interaction (CI) calculation, $V$ is the space of coefficient vectors over an orthonormal set of determinants and $H$ is the CI matrix. A trial vector $x$ with $\lVert x\rVert=1$ has the Ritz value and residual

$$\theta=\langle x,Hx\rangle,\qquad r=Hx-\theta x .$$

The component of a vector $y$ orthogonal to $x$ is $Py=y-\langle x,y\rangle x$. The Jacobi-Davidson correction equation with shift $s$ asks for a vector $t$ such that

$$\langle x,t\rangle=0,\qquad P(H-s)t=-r .$$

The shift is kept separate from $\theta$. The result below concerns the case where it is an exact eigenvalue $E$ of $H$.

## One exact correction step

Let $Hv=Ev$ with $E$ real and $\langle v,x\rangle\neq 0$. If $t$ solves the correction equation with shift $s=E$, then

$$H(x+t)=E(x+t),\qquad x+t\neq 0,\qquad E=\theta+\langle x,Ht\rangle .$$

If the level $E$ is nondegenerate, there is exactly one such correction,

$$t=\frac{v}{\langle x,v\rangle}-x .$$

The corrected vector has $\langle x,x+t\rangle=1$, which is intermediate normalisation with respect to the trial vector.

## Use in a CI eigensolver

A Jacobi-Davidson code solves the correction equation approximately and adds $t$ to its search space. The exact energy is not known during a run, so the shift is usually the current Ritz value or a target value. The identity describes an idealised step, in which the equation is solved exactly and the shift is an exact eigenvalue of the finite CI matrix. That eigenvalue is in general not the exact energy of the molecule.

It also gives a direct check of the routine that solves the correction equation. Take a matrix small enough to diagonalise fully, set the shift to one of its nondegenerate eigenvalues, choose a normalised $x$ that overlaps the eigenvector, and solve tightly. The result should agree with $v/\langle x,v\rangle-x$ up to solver tolerance and rounding. A wrong sign of the residual or a missing projection generally shows up as a disagreement.

## Derivation

**The shifted image is parallel to $x$.** Written out, the projected equation with any shift $s$ is

$$(H-s)t-\langle x,(H-s)t\rangle x=-Hx+\theta x .$$

Adding $(H-s)x$ to $(H-s)t$ cancels $Hx$ and leaves

$$(H-s)(x+t)=c\,x,\qquad c=\theta-s+\langle x,(H-s)t\rangle .$$

**The eigenvector removes the multiple.** For every $y$, Hermiticity and the reality of $E$ give

$$\langle v,(H-E)y\rangle=\langle Hv,y\rangle-E\langle v,y\rangle=E\langle v,y\rangle-E\langle v,y\rangle=0 .$$

Set $s=E$ and $y=x+t$. Then $0=\langle v,c\,x\rangle=c\,\langle v,x\rangle$. The overlap is nonzero, so $c=0$ and $(H-E)(x+t)=0$.

**The result is not the zero vector.** Since $\langle x,t\rangle=0$ and $x$ is normalised, $\langle x,x+t\rangle=1$.

**The energy.** The inner product of $x$ with $H(x+t)=E(x+t)$ is $\theta+\langle x,Ht\rangle=E$.

**The converse.** Suppose that $\langle x,t\rangle=0$ and $H(x+t)=E(x+t)$. Then $(H-E)t=-(H-E)x$, and projection gives

$$P(H-E)t=-\bigl[Hx-Ex-(\theta-E)x\bigr]=-(Hx-\theta x)=-r .$$

For $t$ orthogonal to $x$, the correction equation and the eigenvalue equation for $x+t$ are therefore equivalent under the stated hypotheses.

**The explicit correction.** If every eigenvector at $E$ is a multiple of $v$, then $x+t=av$ for some number $a$. Taking the inner product with $x$ gives $1=a\langle x,v\rangle$, which fixes $a$ and hence $t$. In the other direction, $t=v/\langle x,v\rangle-x$ is orthogonal to $x$, and $x+t$ is a multiple of $v$, so the converse shows that $t$ is a solution.

## Small cases and two failures

In one dimension, orthogonality to $x$ forces $t=0$. The residual vanishes, $v$ is a multiple of $x$, and $E=\theta$, so the step returns $x$ unchanged.

In two dimensions, take the Hamiltonian that exchanges the two amplitudes, with $x=(1,0)$. Then $\theta=0$ and $r=(0,1)$. The normalised eigenvector at $E=1$ is $(1,1)/\sqrt2$, whose overlap with $x$ is $1/\sqrt2$. For $t=(0,1)$ one finds $(H-1)t=(1,-1)$, whose projection is $(0,-1)=-r$. The corrected vector $x+t=(1,1)$ is an unnormalised eigenvector at $E=1$.

The same example shows what can happen without the exact shift. With $s=\theta=0$ and $t=(0,b)$, the vector $Ht=(b,0)$ projects to zero, which never equals $-r=(0,-1)$. The correction equation then has no solution at all.

The overlap condition matters as well. Take $H=\mathrm{diag}(0,1)$, $x=(1,0)$, $v=(0,1)$ and $E=1$. The residual is zero, so $t=0$ solves the correction equation, but $x+t=x$ has energy $0$. A trial vector that is already an eigenvector of another level gives the equation nothing to correct.

## The Lean file

```lean
import Mathlib

open scoped InnerProductSpace

namespace JacobiDavidsonExactness

noncomputable section

variable {V : Type*} [NormedAddCommGroup V] [InnerProductSpace ℂ V]

/-- The number `⟨x, Hx⟩`, which for a unit trial vector `x` is its Ritz value. -/
def ritzValue (H : V →ₗ[ℂ] V) (x : V) : ℂ := inner ℂ x (H x)

/-- The vector `r = Hx - ⟨x, Hx⟩ x`, which for a unit trial vector `x` is its residual. -/
def residual (H : V →ₗ[ℂ] V) (x : V) : V := H x - ritzValue H x • x

/-- The vector `y - ⟨x, y⟩ x`, which for a unit vector `x` is the component of `y`
orthogonal to `x`. -/
def projOut (x y : V) : V := y - (inner ℂ x y : ℂ) • x

/-- The Jacobi-Davidson correction equation with shift `s`, in the form that applies to a unit trial
vector `x`: the correction `t` is orthogonal to `x`, and the projection of `(H - s) t` away from `x`
equals minus the residual. -/
def SolvesCorrection (H : V →ₗ[ℂ] V) (x : V) (s : ℂ) (t : V) : Prop :=
  inner ℂ x t = (0 : ℂ) ∧ projOut x (H t - s • t) = -residual H x

/-- A unit vector has inner product one with itself. -/
theorem inner_self_of_unit {x : V} (hx : ‖x‖ = 1) : inner ℂ x x = (1 : ℂ) := by
  rw [inner_self_eq_norm_sq_to_K, hx]
  simp

/-- For any shift `s`, a solution `t` of the correction equation makes `(H - s)(x + t)`
a multiple of the trial vector `x`. -/
theorem shifted_image_parallel {H : V →ₗ[ℂ] V} {x t : V} {s : ℂ}
    (ht : SolvesCorrection H x s t) :
    H (x + t) - s • (x + t)
      = (ritzValue H x - s + inner ℂ x (H t - s • t)) • x := by
  have h := ht.2
  unfold projOut residual at h
  rw [map_add]
  linear_combination (norm := module) h

/-- For Hermitian `H` and an eigenvector `v` with energy `E`, every vector `(H - E) y` is
orthogonal to `v`. -/
theorem eigenvector_orthogonal_image {H : V →ₗ[ℂ] V} (hH : H.IsSymmetric) {v : V} {E : ℝ}
    (hv : H v = (E : ℂ) • v) (y : V) : inner ℂ v (H y - (E : ℂ) • y) = (0 : ℂ) := by
  rw [inner_sub_right, inner_smul_right, ← hH v y, hv, inner_smul_left,
    Complex.conj_ofReal, sub_self]

/-- Exactness of the Jacobi-Davidson correction: if the shift is an exact energy `E` with an
eigenvector `v` that overlaps the unit trial vector `x`, then for every solution `t` of the
correction equation `x + t` is a nonzero eigenvector of `H` with energy `E`. -/
theorem jacobi_davidson_exact {H : V →ₗ[ℂ] V} (hH : H.IsSymmetric) {x v t : V} {E : ℝ}
    (hx : ‖x‖ = 1) (hv : H v = (E : ℂ) • v) (hov : inner ℂ v x ≠ (0 : ℂ))
    (ht : SolvesCorrection H x E t) :
    H (x + t) = (E : ℂ) • (x + t) ∧ x + t ≠ 0 := by
  constructor
  · -- pair the multiple of `x` with `v`: the overlap forces the coefficient to vanish
    have hpar := shifted_image_parallel ht
    have h0 := eigenvector_orthogonal_image hH hv (x + t)
    rw [hpar, inner_smul_right] at h0
    have hc := (mul_eq_zero.mp h0).resolve_right hov
    rw [hc, zero_smul] at hpar
    exact sub_eq_zero.mp hpar
  · -- the component of `x + t` along `x` is one
    intro h0
    have h1 : inner ℂ x (x + t) = (1 : ℂ) := by
      rw [inner_add_right, inner_self_of_unit hx, ht.1, add_zero]
    rw [h0, inner_zero_right] at h1
    exact zero_ne_one h1

/-- Let `H` be Hermitian, `x` a unit vector, and `E` an exact energy with an eigenvector `v` that
overlaps `x`. For `t` orthogonal to `x`, the correction equation with shift `E` is equivalent to the
eigenvalue equation for `x + t` at `E`. -/
theorem correction_iff_eigenvector {H : V →ₗ[ℂ] V} (hH : H.IsSymmetric) {x v t : V} {E : ℝ}
    (hx : ‖x‖ = 1) (hv : H v = (E : ℂ) • v) (hov : inner ℂ v x ≠ (0 : ℂ))
    (hxt : inner ℂ x t = (0 : ℂ)) :
    SolvesCorrection H x E t ↔ H (x + t) = (E : ℂ) • (x + t) := by
  refine ⟨fun ht => (jacobi_davidson_exact hH hx hv hov ht).1, fun h => ⟨hxt, ?_⟩⟩
  have h1 : H t - (E : ℂ) • t = -(H x - (E : ℂ) • x) := by
    rw [map_add] at h
    linear_combination (norm := module) h
  simp only [projOut, residual, ritzValue]
  rw [h1, inner_neg_right, inner_sub_right, inner_smul_right, inner_self_of_unit hx]
  module

/-- Let `H` be Hermitian, `x` a unit vector, and `E` a nondegenerate level whose eigenvector `v`
overlaps `x`. Then the correction equation with shift `E` has exactly one solution, `t = v / ⟨x, v⟩
- x`. -/
theorem correction_unique {H : V →ₗ[ℂ] V} (hH : H.IsSymmetric) {x v : V} {E : ℝ}
    (hx : ‖x‖ = 1) (hv : H v = (E : ℂ) • v) (hov : inner ℂ v x ≠ (0 : ℂ))
    (hnd : ∀ u, H u = (E : ℂ) • u → ∃ c : ℂ, u = c • v) (t : V) :
    SolvesCorrection H x E t ↔ t = (inner ℂ x v : ℂ)⁻¹ • v - x := by
  have hov' : inner ℂ x v ≠ (0 : ℂ) := fun h => hov (inner_eq_zero_symm.mp h)
  constructor
  · intro ht
    obtain ⟨c, hc⟩ := hnd _ (jacobi_davidson_exact hH hx hv hov ht).1
    -- the component along `x` fixes the normalisation
    have h1 : c * inner ℂ x v = 1 := by
      rw [← inner_smul_right, ← hc, inner_add_right, inner_self_of_unit hx, ht.1, add_zero]
    rw [← eq_inv_of_mul_eq_one_left h1, ← hc]
    abel
  · rintro rfl
    refine (correction_iff_eigenvector hH hx hv hov ?_).mpr ?_
    · rw [inner_sub_right, inner_smul_right, inner_self_of_unit hx, inv_mul_cancel₀ hov',
        sub_self]
    · rw [add_sub_cancel, map_smul, hv, smul_comm]

/-- Let `H` be Hermitian, `x` a unit vector, and `E` an exact energy with an eigenvector `v` that
overlaps `x`. If `t` solves the correction equation with shift `E`, then `E` is the Ritz value of
`x` plus the coupling `⟨x, Ht⟩` of the trial vector to the correction. -/
theorem energy_from_correction {H : V →ₗ[ℂ] V} (hH : H.IsSymmetric) {x v t : V} {E : ℝ}
    (hx : ‖x‖ = 1) (hv : H v = (E : ℂ) • v) (hov : inner ℂ v x ≠ (0 : ℂ))
    (ht : SolvesCorrection H x E t) :
    (E : ℂ) = ritzValue H x + inner ℂ x (H t) := by
  have h := congrArg (fun y => (inner ℂ x y : ℂ)) (jacobi_davidson_exact hH hx hv hov ht).1
  simp only [map_add, inner_add_right, inner_smul_right, inner_self_of_unit hx, ht.1] at h
  unfold ritzValue
  linear_combination -h

/-- If the unit trial vector `x` is an eigenvector at an energy `μ` different from `E`, then
`t = 0` solves the correction equation with shift `E`, but `x + t` does not satisfy the
eigenvalue equation at `E`. -/
theorem overlap_needed {H : V →ₗ[ℂ] V} {x : V} {μ E : ℝ} (hx : ‖x‖ = 1)
    (hμ : H x = (μ : ℂ) • x) (hne : μ ≠ E) :
    SolvesCorrection H x E 0 ∧ H (x + 0) ≠ (E : ℂ) • (x + 0) := by
  constructor
  · refine ⟨inner_zero_right _, ?_⟩
    simp [projOut, residual, ritzValue, hμ, hx]
  · intro h
    rw [add_zero, hμ] at h
    have h1 := congrArg (fun y => (inner ℂ x y : ℂ)) h
    simp only [inner_smul_right, inner_self_of_unit hx, mul_one] at h1
    exact hne (Complex.ofReal_injective h1)

/-- The two-level Hamiltonian that exchanges the two basis amplitudes. -/
def exchange : EuclideanSpace ℂ (Fin 2) →ₗ[ℂ] EuclideanSpace ℂ (Fin 2) where
  toFun z := !₂[z 1, z 0]
  map_add' a b := by ext i; fin_cases i <;> simp
  map_smul' c a := by ext i; fin_cases i <;> simp

/-- The exchange Hamiltonian with trial vector `(1, 0)`, eigenvector `(1, 1)` at energy `1` and
correction `(0, 1)` meets all the hypotheses of the exactness theorem. -/
theorem jacobi_davidson_witness :
    exchange.IsSymmetric ∧ ‖(!₂[1, 0] : EuclideanSpace ℂ (Fin 2))‖ = 1 ∧
    exchange !₂[1, 1] = ((1 : ℝ) : ℂ) • !₂[1, 1] ∧
    inner ℂ (!₂[1, 1] : EuclideanSpace ℂ (Fin 2)) !₂[1, 0] ≠ (0 : ℂ) ∧
    SolvesCorrection exchange !₂[1, 0] ((1 : ℝ) : ℂ) !₂[0, 1] := by
  refine ⟨?_, ?_, ?_, ?_, ?_, ?_⟩
  · intro a b
    simp [exchange, PiLp.inner_apply, Fin.sum_univ_two]
    ring
  · simp [EuclideanSpace.norm_eq, Fin.sum_univ_two]
  · ext i
    fin_cases i <;> simp [exchange]
  · simp [PiLp.inner_apply, Fin.sum_univ_two]
  · simp [PiLp.inner_apply, Fin.sum_univ_two]
  · ext i
    fin_cases i <;>
      simp [projOut, residual, ritzValue, exchange, PiLp.inner_apply, Fin.sum_univ_two,
        EuclideanSpace.norm_eq]

end

end JacobiDavidsonExactness
```

```lean
#print axioms JacobiDavidsonExactness.jacobi_davidson_exact
#print axioms JacobiDavidsonExactness.correction_unique
#print axioms JacobiDavidsonExactness.energy_from_correction
#print axioms JacobiDavidsonExactness.overlap_needed
```

```
'JacobiDavidsonExactness.jacobi_davidson_exact' depends on axioms: [propext, Classical.choice, Quot.sound]
'JacobiDavidsonExactness.correction_unique' depends on axioms: [propext, Classical.choice, Quot.sound]
'JacobiDavidsonExactness.energy_from_correction' depends on axioms: [propext, Classical.choice, Quot.sound]
'JacobiDavidsonExactness.overlap_needed' depends on axioms: [propext, Classical.choice, Quot.sound]
```

## How the hypotheses read in Lean

The space `V` is a complex inner product space of any dimension, and completeness is not assumed. The type `V →ₗ[ℂ] V` makes `H` a linear map defined on every vector, and `H.IsSymmetric` says that $\langle Ha,b\rangle=\langle a,Hb\rangle$ for all $a,b$. A Hermitian CI matrix fits this description. An unbounded Hamiltonian defined only on a dense domain is not such a map on the whole Hilbert space; it fits only when `V` is taken to be a subspace of its domain that it maps into itself.

The definitions `ritzValue`, `residual` and `projOut` are $\theta$, $r$ and $P$. None of them builds in the normalisation of `x`; theorems that need it take `‖x‖ = 1` as a hypothesis. `SolvesCorrection H x s t` contains both the orthogonality of `t` and the projected equation, with a complex shift `s`. In the exactness theorem the energy `E` is a real number, converted to a complex one where it multiplies vectors.

In `jacobi_davidson_exact`, the hypothesis `hv` is the eigenvalue equation for `v`, and `hov` is the nonzero overlap. The overlap also ensures that `v` is not the zero vector, so `E` is a genuine eigenvalue. The vector `v` needs no normalisation. The conclusion contains both the eigenvalue equation for `x + t` and `x + t ≠ 0`.

This theorem starts from a given solution `t`. Existence and uniqueness come from `correction_unique`, whose hypothesis `hnd` expresses nondegeneracy: every vector satisfying the eigenvalue equation at `E` is a multiple of `v`. For a degenerate level, `correction_iff_eigenvector` still applies, but different eigenvectors in the level can give different corrections.

The theorems concern exact arithmetic and an exactly solved equation. They give no convergence rate for the iteration with Ritz-value shifts, no error estimate for a truncated inner solve, and no statement about preconditioners or restarts. A generalised eigenvalue problem with an overlap matrix is not treated either.

## How the Lean proof follows the derivation

`shifted_image_parallel` is the first step of the derivation. It unfolds the projection and the residual in the correction equation, splits `H (x + t)` by linearity, and lets `linear_combination (norm := module)` verify the remaining vector identity. It uses neither Hermiticity nor the norm of `x`.

`eigenvector_orthogonal_image` is the calculation of $\langle v,(H-E)y\rangle$. The rewrite with `hH` moves `H` onto `v`, the rewrite with `hv` inserts the eigenvalue, and `Complex.conj_ofReal` uses the reality of `E`.

`jacobi_davidson_exact` combines the two. After the parallel form has been inserted into the orthogonality relation, a product of the coefficient and the overlap equals zero. `mul_eq_zero` together with `hov` leaves only the possibility that the coefficient vanishes. The second half assumes `x + t = 0` and contradicts the fact that its inner product with `x` is one, for which `inner_self_of_unit` supplies $\langle x,x\rangle=1$.

In `correction_iff_eigenvector`, the forward direction is the exactness theorem. The reverse direction first obtains $(H-E)t=-(H-E)x$ and then evaluates the projection, as in the converse above. `correction_unique` extracts the coefficient from `hnd`, fixes it by the inner product with `x`, and uses the equivalence to confirm that the explicit formula is a solution. `energy_from_correction` takes the inner product of `x` with both sides of the eigenvalue equation.

`overlap_needed` proves the second failure for any unit eigenvector `x` whose energy `μ` differs from `E`: zero solves the correction equation, while the eigenvalue equation at `E` would force `μ = E`. Finally, `jacobi_davidson_witness` verifies the hypotheses of the exactness theorem for the `exchange` Hamiltonian with the vectors of the two-dimensional example, using the unnormalised eigenvector $(1,1)$ and checking the vector equations component by component.
